# The radial equation solved by the geometric mean of two positive spin-orbit orbitals

A heavy atom treated with spin-orbit coupling has two radial orbitals for each subshell with angular momentum $l\ge 1$, one for $j=l+\tfrac12$ and one for $j=l-\tfrac12$. A calculation without explicit spin-orbit coupling uses a single orbital and a single potential for that subshell. The potentials can be averaged with the level degeneracies as weights. If the two orbitals are merged by a weighted geometric mean, does the merged orbital belong to the averaged potential? In general it does not, but for nodeless orbitals the potential it does belong to has a closed form.

## The potential that belongs to the mean orbital

Let $u$ and $v$ be positive, twice differentiable functions of the radius $r$ on an open interval. They are radial orbitals multiplied by $r$, so that in atomic units

$$-\tfrac12u''+Au=Eu,\qquad -\tfrac12v''+Bv=Fv .$$

Here $E$ and $F$ are the energies, and the potentials $A$ and $B$ include the centrifugal term $l(l+1)/(2r^2)$. For a real weight $w$, define

$$g=u^w v^{1-w},\qquad d=\left(\ln\frac uv\right)'=\frac{u'}u-\frac{v'}v .$$

Then $g$ is twice differentiable on the interval and satisfies

$$-\tfrac12g''+\Big(wA+(1-w)B-\tfrac12w(1-w)\,d^2\Big)g=\big(wE+(1-w)F\big)g .$$

The identity holds for every real $w$. A constant can always be moved between a potential and its energy, so "the potential of $g$" means here the one that goes with the energy $wE+(1-w)F$. When $0\le w\le1$, the correction is never positive, so this potential lies at or below the weighted average everywhere. When $0<w<1$, the two agree throughout the interval exactly when $u$ and $v$ are proportional.

For the spin-orbit pair, let $V(r)$ be the potential common to both levels, centrifugal term included, and let $\xi(r)$ be the function that multiplies $\mathbf l\cdot\mathbf s$ in the Hamiltonian. The eigenvalues of $\mathbf l\cdot\mathbf s$ are $l/2$ and $-(l+1)/2$, which gives

$$A=V+\tfrac l2\,\xi,\qquad B=V-\tfrac{l+1}2\,\xi .$$

With $w=(l+1)/(2l+1)$, the potential of $g$ is

$$V-\frac{l(l+1)}{2(2l+1)^2}\,d^2,$$

and its energy parameter is $\big((l+1)E+lF\big)/(2l+1)$.

## Pairing an averaged orbital with a potential

The identity matters to a code that builds $g$ from a $j$-resolved pair and then uses it as a solution in some potential. For nodeless orbitals in multiplicative potentials, pairing $g$ with the plain average leaves the residual

$$-\tfrac12g''+\big(wA+(1-w)B\big)g-\big(wE+(1-w)F\big)g=\tfrac12w(1-w)\,d^2g .$$

This can be evaluated on the radial grid and compared with the residual that the code finds. If $\xi$ and the non-centrifugal part of $V$ are bounded near the origin, as in a smooth pseudopotential, regular orbitals behave like $r^{l+1}$ there. The ratios $u'/u$ and $v'/v$ then both grow like $(l+1)/r$ and their difference loses digits. A finite-difference derivative of $\ln(u/v)$ avoids that subtraction, but it subtracts nearly equal values at neighbouring grid points instead, so it is not automatically more accurate.

The mean is not normalised in general. If $\int u^2\,dr=\int v^2\,dr=1$ and $0\le w\le1$, Hölder's inequality gives $\int g^2\,dr\le1$. The normalised orbital is $g/\sqrt{\int g^2\,dr}$, and it solves the same equation because the equation is linear. Rescaling $u$ or $v$ by a positive constant rescales $g$ and leaves $d$ unchanged.

## Derivation from the logarithmic slopes

Write $p=u'/u$ and $q=v'/v$, so that $d=p-q$. Since $\ln g=w\ln u+(1-w)\ln v$,

$$\frac{g'}g=s,\qquad s=wp+(1-w)q .$$

Differentiating $g'=gs$ gives

$$\frac{g''}g=s'+s^2 .$$

The quotient rule and the two radial equations give

$$p'=\frac{u''}u-p^2=2(A-E)-p^2,\qquad q'=2(B-F)-q^2 .$$

Therefore

$$\frac{g''}g=2w(A-E)+2(1-w)(B-F)+\Big[s^2-wp^2-(1-w)q^2\Big].$$

Expanding the bracket, the coefficient of $p^2$ is $w^2-w=-w(1-w)$, that of $q^2$ is $(1-w)^2-(1-w)=-w(1-w)$, and that of $pq$ is $2w(1-w)$. The bracket is therefore $-w(1-w)(p-q)^2=-w(1-w)d^2$. Multiplying by $-g/2$ and collecting the potential terms on the left gives the stated equation.

The slip to watch for is averaging $u''/u$ and $v''/v$ in the same way as the first logarithmic derivatives. The relation $g'/g=wp+(1-w)q$ is linear, but $g''/g$ also contains the square of the slope, and the square of an average differs from the average of the squares. That difference is the whole correction.

For the spin-orbit pair, $1-w=l/(2l+1)$, and the terms in $\xi$ cancel:

$$\frac{l+1}{2l+1}\cdot\frac l2\,\xi-\frac l{2l+1}\cdot\frac{l+1}2\,\xi=0 .$$

The product of the weights is $w(1-w)=l(l+1)/(2l+1)^2$, which gives the coefficient of the correction.

For the equality case, let $0<w<1$. If the correction vanishes throughout the interval, then $d=0$ there, so $\ln(u/v)$ is constant and $u=cv$ with $c>0$. Conversely, if $u=cv$, then $\ln(u/v)=\ln c$ has zero derivative and the correction vanishes.

## The Lean file

```lean
import Mathlib

open Set Filter Topology

namespace SpinOrbitGeometricMean

noncomputable section

/-- The function `u` is twice differentiable on the interval `(a, b)` and solves the radial
equation `-u''/2 + V u = E u` there (atomic units). -/
def SolvesRadial (a b : ℝ) (V : ℝ → ℝ) (E : ℝ) (u : ℝ → ℝ) : Prop :=
  ∀ r ∈ Ioo a b, DifferentiableAt ℝ u r ∧ DifferentiableAt ℝ (deriv u) r ∧
    -(deriv (deriv u) r) / 2 + V r * u r = E * u r

/-- The weighted geometric mean `u^w v^(1-w)` of two radial orbitals. -/
def geoMean (w : ℝ) (u v : ℝ → ℝ) (r : ℝ) : ℝ := u r ^ w * v r ^ (1 - w)

/-- The derivative of `ln (u/v)` at radius `r`. -/
def logSlopeGap (u v : ℝ → ℝ) (r : ℝ) : ℝ := deriv (fun x => Real.log (u x / v x)) r

/-- The weighted average of the potentials `A` and `B`, minus
`w (1-w) ((ln (u/v))')² / 2`. -/
def meanPotential (w : ℝ) (A B u v : ℝ → ℝ) (r : ℝ) : ℝ :=
  w * A r + (1 - w) * B r - w * (1 - w) * logSlopeGap u v r ^ 2 / 2

/-- The derivative of `ln (u/v)` is the difference of the logarithmic derivatives of the
two orbitals. -/
theorem logSlopeGap_eq {u v : ℝ → ℝ} {r : ℝ} (hu : 0 < u r) (hv : 0 < v r)
    (du : DifferentiableAt ℝ u r) (dv : DifferentiableAt ℝ v r) :
    logSlopeGap u v r = deriv u r / u r - deriv v r / v r := by
  have hu0 := hu.ne'
  have hv0 := hv.ne'
  have h := (du.hasDerivAt.fun_div dv.hasDerivAt hv0).log (div_pos hu hv).ne'
  rw [logSlopeGap, h.deriv]
  field_simp

/-- The logarithmic derivative of the geometric mean of two positive orbitals is the weighted
average of the logarithmic derivatives of the two orbitals. -/
theorem geoMean_hasDerivAt (w : ℝ) {u v : ℝ → ℝ} {r : ℝ} (hu : 0 < u r) (hv : 0 < v r)
    (du : DifferentiableAt ℝ u r) (dv : DifferentiableAt ℝ v r) :
    HasDerivAt (geoMean w u v)
      (geoMean w u v r * (w * (deriv u r / u r) + (1 - w) * (deriv v r / v r))) r := by
  have h := (du.hasDerivAt.rpow_const (p := w) (Or.inl hu.ne')).fun_mul
    (dv.hasDerivAt.rpow_const (p := 1 - w) (Or.inl hv.ne'))
  refine HasDerivAt.congr_deriv (f := geoMean w u v) h ?_
  simp only [geoMean]
  rw [Real.rpow_sub_one hu.ne', Real.rpow_sub_one hv.ne']
  ring

/-- The geometric mean of two positive radial orbitals solves a radial equation with the
weighted average energy and the potential `meanPotential`. -/
theorem geoMean_solvesRadial {a b E F : ℝ} (w : ℝ) {A B u v : ℝ → ℝ}
    (hu : ∀ r ∈ Ioo a b, 0 < u r) (hv : ∀ r ∈ Ioo a b, 0 < v r)
    (su : SolvesRadial a b A E u) (sv : SolvesRadial a b B F v) :
    SolvesRadial a b (meanPotential w A B u v) (w * E + (1 - w) * F) (geoMean w u v) := by
  intro r hr
  obtain ⟨du, ddu, eu⟩ := su r hr
  obtain ⟨dv, ddv, ev⟩ := sv r hr
  have hu0 := (hu r hr).ne'
  have hv0 := (hv r hr).ne'
  have h1 := geoMean_hasDerivAt w (hu r hr) (hv r hr) du dv
  -- the formula for the first derivative holds in a neighbourhood of `r`
  have heq : deriv (geoMean w u v) =ᶠ[𝓝 r] fun x =>
      geoMean w u v x * (w * (deriv u x / u x) + (1 - w) * (deriv v x / v x)) := by
    filter_upwards [isOpen_Ioo.mem_nhds hr] with x hx
    exact (geoMean_hasDerivAt w (hu x hx) (hv x hx) (su x hx).1 (sv x hx).1).deriv
  -- so it can be differentiated once more
  have h2 := h1.fun_mul
    (((ddu.hasDerivAt.fun_div du.hasDerivAt hu0).const_mul w).fun_add
      ((ddv.hasDerivAt.fun_div dv.hasDerivAt hv0).const_mul (1 - w)))
  refine ⟨h1.differentiableAt, h2.differentiableAt.congr_of_eventuallyEq heq, ?_⟩
  -- insert the two radial equations
  have eu' : deriv (deriv u) r = 2 * (A r - E) * u r := by linarith
  have ev' : deriv (deriv v) r = 2 * (B r - F) * v r := by linarith
  rw [heq.deriv_eq, h2.deriv, eu', ev', meanPotential,
    logSlopeGap_eq (hu r hr) (hv r hr) du dv]
  generalize geoMean w u v r = g
  field_simp
  ring

/-- For a weight between 0 and 1, `meanPotential` is nowhere above the weighted average of the two
potentials. -/
theorem meanPotential_le {w : ℝ} (h0 : 0 ≤ w) (h1 : w ≤ 1) (A B u v : ℝ → ℝ) (r : ℝ) :
    meanPotential w A B u v r ≤ w * A r + (1 - w) * B r := by
  have h : 0 ≤ w * (1 - w) * logSlopeGap u v r ^ 2 :=
    mul_nonneg (mul_nonneg h0 (sub_nonneg.mpr h1)) (sq_nonneg _)
  rw [meanPotential]
  linarith

/-- For positive, differentiable `u` and `v` and a weight strictly between 0 and 1, `meanPotential`
equals the weighted average throughout the interval exactly when `u` and `v` are proportional. -/
theorem meanPotential_eq_iff {a b w : ℝ} (h0 : 0 < w) (h1 : w < 1) (A B : ℝ → ℝ)
    {u v : ℝ → ℝ} (hu : ∀ r ∈ Ioo a b, 0 < u r) (hv : ∀ r ∈ Ioo a b, 0 < v r)
    (du : ∀ r ∈ Ioo a b, DifferentiableAt ℝ u r)
    (dv : ∀ r ∈ Ioo a b, DifferentiableAt ℝ v r) :
    (∀ r ∈ Ioo a b, meanPotential w A B u v r = w * A r + (1 - w) * B r) ↔
      ∃ c : ℝ, 0 < c ∧ ∀ r ∈ Ioo a b, u r = c * v r := by
  constructor
  · intro h
    have hw : 0 < w * (1 - w) := mul_pos h0 (sub_pos.mpr h1)
    have hz : ∀ r ∈ Ioo a b, logSlopeGap u v r = 0 := by
      intro r hr
      have h2 := h r hr
      rw [meanPotential] at h2
      have h3 : w * (1 - w) * logSlopeGap u v r ^ 2 = 0 := by linarith
      exact (pow_eq_zero_iff two_ne_zero).mp ((mul_eq_zero.mp h3).resolve_left hw.ne')
    rcases (Ioo a b).eq_empty_or_nonempty with he | ⟨x, hx⟩
    · refine ⟨1, one_pos, fun r hr => ?_⟩
      rw [he] at hr
      exact absurd hr (Set.notMem_empty r)
    · refine ⟨u x / v x, div_pos (hu x hx) (hv x hx), fun r hr => ?_⟩
      have hd : DifferentiableOn ℝ (fun y => Real.log (u y / v y)) (Ioo a b) := fun y hy =>
        (((du y hy).hasDerivAt.fun_div (dv y hy).hasDerivAt (hv y hy).ne').log
          (div_pos (hu y hy) (hv y hy)).ne').differentiableAt.differentiableWithinAt
      -- a vanishing derivative makes `ln (u/v)` constant on the interval
      have hc : Real.log (u r / v r) = Real.log (u x / v x) :=
        isOpen_Ioo.is_const_of_deriv_eq_zero isPreconnected_Ioo hd
          (fun y hy => hz y hy) hr hx
      have hq : u r / v r = u x / v x :=
        Real.log_injOn_pos (Set.mem_Ioi.mpr (div_pos (hu r hr) (hv r hr)))
          (Set.mem_Ioi.mpr (div_pos (hu x hx) (hv x hx))) hc
      rw [← hq, div_mul_cancel₀ _ (hv r hr).ne']
  · rintro ⟨c, _, hc⟩ r hr
    have heq : (fun x => Real.log (u x / v x)) =ᶠ[𝓝 r] fun _ => Real.log c := by
      filter_upwards [isOpen_Ioo.mem_nhds hr] with x hx
      rw [hc x hx, mul_div_cancel_right₀ _ (hv x hx).ne']
    have hz : logSlopeGap u v r = 0 := by
      rw [logSlopeGap, heq.deriv_eq]
      simp
    rw [meanPotential, hz]
    ring

/-- The weight `(l+1)/(2l+1)`, the share of the `j = l + 1/2` level in the `2(2l+1)`
spin-orbitals of angular momentum `l`. -/
def jWeight (l : ℕ) : ℝ := ((l : ℝ) + 1) / (2 * l + 1)

/-- For positive orbitals in the spin-orbit split potentials `V + (l/2) ξ` and `V - ((l+1)/2) ξ`,
the geometric mean with weight `(l+1)/(2l+1)` solves a radial equation whose potential is `V` minus
`l(l+1)/(2l+1)²` times half the squared derivative of `ln (u/v)`. -/
theorem spinOrbit_geoMean {a b E F : ℝ} (l : ℕ) {V ξ u v : ℝ → ℝ}
    (hu : ∀ r ∈ Ioo a b, 0 < u r) (hv : ∀ r ∈ Ioo a b, 0 < v r)
    (su : SolvesRadial a b (fun r => V r + (l : ℝ) / 2 * ξ r) E u)
    (sv : SolvesRadial a b (fun r => V r - ((l : ℝ) + 1) / 2 * ξ r) F v) :
    SolvesRadial a b
      (fun r => V r - (l : ℝ) * (l + 1) / (2 * l + 1) ^ 2 * logSlopeGap u v r ^ 2 / 2)
      ((((l : ℝ) + 1) * E + l * F) / (2 * l + 1)) (geoMean (jWeight l) u v) := by
  intro r hr
  obtain ⟨h1, h2, h3⟩ := geoMean_solvesRadial (jWeight l) hu hv su sv r hr
  refine ⟨h1, h2, ?_⟩
  have hl : (2 * (l : ℝ) + 1) ≠ 0 := by positivity
  have hw : 1 - jWeight l = (l : ℝ) / (2 * l + 1) := by
    rw [jWeight]
    field_simp
    ring
  -- the terms linear in `ξ` cancel in the weighted average
  have e1 : meanPotential (jWeight l) (fun r => V r + (l : ℝ) / 2 * ξ r)
      (fun r => V r - ((l : ℝ) + 1) / 2 * ξ r) u v r =
      V r - (l : ℝ) * (l + 1) / (2 * l + 1) ^ 2 * logSlopeGap u v r ^ 2 / 2 := by
    simp only [meanPotential]
    rw [hw, jWeight]
    field_simp
    ring
  have e2 : jWeight l * E + (1 - jWeight l) * F =
      (((l : ℝ) + 1) * E + l * F) / (2 * l + 1) := by
    rw [hw, jWeight]
    ring
  rw [e1, e2] at h3
  exact h3

end

end SpinOrbitGeometricMean
```

```lean
#print axioms SpinOrbitGeometricMean.meanPotential_le
#print axioms SpinOrbitGeometricMean.meanPotential_eq_iff
#print axioms SpinOrbitGeometricMean.spinOrbit_geoMean
```

```
'SpinOrbitGeometricMean.meanPotential_le' depends on axioms: [propext, Classical.choice, Quot.sound]
'SpinOrbitGeometricMean.meanPotential_eq_iff' depends on axioms: [propext, Classical.choice, Quot.sound]
'SpinOrbitGeometricMean.spinOrbit_geoMean' depends on axioms: [propext, Classical.choice, Quot.sound]
```

## How the Lean statements describe the orbitals

The predicate `SolvesRadial a b V E u` says that at every point of the open interval `Ioo a b`, the function `u` and its derivative are differentiable and the radial equation holds. The differentiability conditions are needed because Lean's `deriv` returns zero where no derivative exists. Continuity of the second derivative is not required, and neither are the potentials required to be continuous.

The mean $g$ is `geoMean`, the slope difference $d$ is `logSlopeGap`, and the corrected potential is `meanPotential`. The main theorem, `geoMean_solvesRadial`, takes positivity of both orbitals and their two radial equations as hypotheses. Its conclusion is again a `SolvesRadial` statement, so it includes the differentiability of $g$ and $g'$ as well as the equation.

`meanPotential_le` gives the pointwise bound for $0\le w\le1$, and `meanPotential_eq_iff` gives the equality case for $0<w<1$. The latter needs positive, differentiable functions but no radial equation.

In `spinOrbit_geoMean`, the angular momentum is a natural number and `jWeight l` is the fraction of the $2(2l+1)$ spin-orbitals that belong to $j=l+\tfrac12$. At $l=0$ the weight is one, the correction vanishes and $g=u$. The theorem still asks for a second function $v$, although no $j=-\tfrac12$ level exists.

## How the proof follows the calculation

`logSlopeGap_eq` proves $d=p-q$ by the quotient and logarithm rules. `geoMean_hasDerivAt` proves $g'=gs$: it differentiates the two real powers, and `Real.rpow_sub_one` turns $u^{w-1}$ into $u^w/u$.

In `geoMean_solvesRadial`, the second derivative requires more than the formula for $g'$ at the one point $r$. The step `heq` establishes that formula in a neighbourhood of $r$, which is possible because the interval is open. The product and quotient rules then give `h2`, the derivative of $gs$. The equations `eu'` and `ev'` replace $u''$ and $v''$ by $2(A-E)u$ and $2(B-F)v$. After `generalize` has replaced the value of $g$ by an arbitrary number, `field_simp` clears the denominators and `ring` checks the algebra that the derivation does with the bracket.

The bound follows from the nonnegativity of $w(1-w)d^2$. In the equality theorem, a vanishing correction forces $d=0$, and `is_const_of_deriv_eq_zero` makes $\ln(u/v)$ constant on the connected interval. Injectivity of the logarithm on positive numbers then makes $u/v$ constant. The spin-orbit theorem applies the main theorem and simplifies the potential in `e1` and the energy in `e2`.

## Nodes, boundary conditions and nonlocal potentials

Positivity excludes nodes inside the interval. An all-electron orbital with quantum numbers $n$ and $l$ has $n-l-1$ radial nodes, so over the full radial range the main theorem can be applied to 2p, 3d and 4f orbitals and to nodeless pseudo-orbitals, but not to the all-electron 6p orbitals of a heavy atom. An orbital that is negative throughout can be multiplied by $-1$ first, but one that changes sign cannot be repaired in this way. Take $u=\sin r$ and $v=1$ on $(0,2\pi)$, with $A=B=0$, $E=\tfrac12$ and $F=0$. Both radial equations hold. This is a mathematical example and not a physical spin-orbit pair, since $v=1$ does not vanish at the origin as a regular radial orbital does. For $w=\tfrac12$, however, $g=\sqrt{\sin r}$ to the left of $r=\pi$, and its slope tends to $-\infty$ as $r$ approaches $\pi$. The mean is not differentiable at the node, so it cannot solve the radial equation there, whatever value is assigned to it on the other side.

The theorems are local statements about differential equations. They impose no boundary conditions and no normalisation, so they do not show that $wE+(1-w)F$ is a bound-state eigenvalue of the corrected potential. The bound compares potentials, not energies.

Each potential acts by multiplication, as a semilocal pseudopotential does within a single $(l,j)$ channel. Separable nonlocal projectors and generalised overlap operators are not covered, nor is the coupled pair of radial Dirac equations. The splitting into $V+\tfrac l2\xi$ and $V-\tfrac{l+1}2\xi$ is assumed as the model of spin-orbit coupling; the file does not derive it from the angular momentum algebra. Discretisation and rounding errors on a radial grid need their own estimates.
